# A symmetric time operator conjugate to a strictly positive energy

A particle leaves a trap and flies off to a detector. Its energy is bounded below, and its arrival time looks like something that can be measured. One would therefore like an operator $T$ for time that is conjugate to the Hamiltonian $H$. In units with $\hbar=1$, the relation

$$[T,H]=TH-HT=i$$

gives $dT/dt=i[H,T]=1$ in the Heisenberg picture, so $T$ advances at the rate of a clock. The time remaining until arrival counts down instead, as $-T$ does; the operator $-T$ is symmetric whenever $T$ is, and its commutator with $H$ is $-i$.

A well-known argument associated with Pauli says that this is impossible. Expanding the exponentials formally gives

$$e^{iaT}He^{-iaT}=H+ia[T,H]=H-a .$$

The state $e^{-iaT}\psi$ then has its mean energy lowered by $a$. Since $a$ is arbitrary, $H$ would have no lower bound.

In its naive form the argument uses only the symmetry of $T$ and the commutator. The example below has both properties, on a common domain that $T$ and $H$ map into itself, and its energy expectation is positive in every nonzero state.

```lean
import Mathlib

open MeasureTheory
open scoped ContDiff ComplexConjugate

noncomputable section

namespace PauliTimeOperator
```

## Wave functions that vanish near zero energy

Work in the energy representation. The variable $x$ is the energy measured from threshold, and $\psi(x)$ is the amplitude at that energy. The physical region is $x>0$. A single complex amplitude at each energy means a continuous spectrum without degeneracy, as for the s-wave of a free particle.

The admissible functions $\psi:\mathbb R\to\mathbb C$ are smooth, have compact support, and have their closed support inside $(0,\infty)$. Each one therefore vanishes on a neighbourhood of $x=0$ and at all large $x$. They are defined on the whole line, but an integral over $\mathbb R$ equals the integral over the half-line. In Lean, `tsupport ψ` is the closed support and `Set.Ioi 0` is $(0,\infty)$.

```lean
/-- A smooth wave function whose support is compact and lies in the open half-line `(0, ∞)`. -/
structure IsHalfLineState (ψ : ℝ → ℂ) : Prop where
  smooth : ContDiff ℝ ∞ ψ
  compact : HasCompactSupport ψ
  pos : tsupport ψ ⊆ Set.Ioi 0
```

To show that a smooth function $g$ is admissible, it suffices to find a compact set $K\subset(0,\infty)$ outside which $g$ vanishes. The points where $g\neq0$ lie in $K$, and $K$ is closed, so the closed support lies in $K$ as well.

```lean
/-- A smooth function vanishing outside a compact subset of `(0, ∞)` is a half-line state. -/
theorem IsHalfLineState.of_vanish {g : ℝ → ℂ} {K : Set ℝ} (hK : IsCompact K)
    (hpos : K ⊆ Set.Ioi 0) (hg : ContDiff ℝ ∞ g) (hv : ∀ x, x ∉ K → g x = 0) :
    IsHalfLineState g := by
  have hsub : tsupport g ⊆ K := closure_minimal
    (fun x hx => by
      by_contra h
      exact hx (hv x h)) hK.isClosed
  exact ⟨hg, HasCompactSupport.intro hK hv, hsub.trans hpos⟩
```

These functions form a complex vector space. If $a$ and $b$ vanish outside compact sets $K_a$ and $K_b$ in $(0,\infty)$, then $a+b$ vanishes outside $K_a\cup K_b$, and $ca$ vanishes outside $K_a$ for every complex $c$. `Domain` is this space, a subspace of all functions from $\mathbb R$ to $\mathbb C$.

```lean
/-- The common domain of energy and time: the complex vector space of half-line states. -/
def Domain : Submodule ℂ (ℝ → ℂ) where
  carrier := {ψ | IsHalfLineState ψ}
  zero_mem' := IsHalfLineState.of_vanish isCompact_empty (Set.empty_subset _)
    (contDiff_const : ContDiff ℝ ∞ (fun _ : ℝ => (0 : ℂ))) (fun _ _ => rfl)
  add_mem' := by
    intro a b ha hb
    refine IsHalfLineState.of_vanish (IsCompact.union ha.compact hb.compact)
      (Set.union_subset ha.pos hb.pos) (ha.smooth.add hb.smooth) (fun x hx => ?_)
    have h1 : a x = 0 := image_eq_zero_of_notMem_tsupport (fun h => hx (Or.inl h))
    have h2 : b x = 0 := image_eq_zero_of_notMem_tsupport (fun h => hx (Or.inr h))
    simp [h1, h2]
  smul_mem' := by
    intro c a ha
    refine IsHalfLineState.of_vanish ha.compact ha.pos
      (contDiff_const.mul ha.smooth : ContDiff ℝ ∞ (fun x => c * a x)) (fun x hx => ?_)
    simp [image_eq_zero_of_notMem_tsupport hx]
```

An element of `Domain` is a function together with the proof that it is admissible: `ψ.1` is the function, and `state ψ` recovers its properties.

```lean
lemma state (ψ : Domain) : IsHalfLineState ψ.1 := ψ.2
```

Smoothness supplies the derivative $\psi'(x)$ at every point.

```lean
lemma hasDeriv (ψ : Domain) (x : ℝ) : HasDerivAt ψ.1 (deriv ψ.1 x) x :=
  ((contDiff_infty_iff_deriv.1 (state ψ).smooth).1 x).hasDerivAt
```

## Energy and time as operators on one domain

The Hamiltonian multiplies by the energy,

$$(H\psi)(x)=x\,\psi(x).$$

The product is smooth and vanishes wherever $\psi$ does, so $H\psi$ is again admissible. The type `Domain →ₗ[ℂ] Domain` records that $H$ is complex-linear and maps the domain into itself.

```lean
/-- The Hamiltonian: multiplication by the energy variable `x`. -/
def H : Domain →ₗ[ℂ] Domain where
  toFun ψ := ⟨fun x => (x : ℂ) * ψ.1 x,
    IsHalfLineState.of_vanish (state ψ).compact (state ψ).pos
      (Complex.ofRealCLM.contDiff.mul (state ψ).smooth)
      (fun x hx => by simp [image_eq_zero_of_notMem_tsupport hx])⟩
  map_add' a b := Subtype.ext (funext fun x => by
    show (x : ℂ) * (a.1 x + b.1 x) = x * a.1 x + x * b.1 x
    ring)
  map_smul' c a := Subtype.ext (funext fun x => by
    show (x : ℂ) * (c * a.1 x) = c * (x * a.1 x)
    ring)
```

The time operator is

$$(T\psi)(x)=i\,\psi'(x).$$

The derivative of a smooth function is smooth, and it vanishes outside the closed support of $\psi$. Hence $T\psi$ is admissible too, and both products $TH$ and $HT$ are defined on every state. Linearity is the sum rule and the constant-factor rule for derivatives.

```lean
/-- The time operator `i d/dx`. -/
def T : Domain →ₗ[ℂ] Domain where
  toFun ψ := ⟨fun x => Complex.I * deriv ψ.1 x,
    IsHalfLineState.of_vanish (state ψ).compact (state ψ).pos
      (contDiff_const.mul (contDiff_infty_iff_deriv.1 (state ψ).smooth).2)
      (fun x hx => by
        have h : deriv ψ.1 x = 0 := by
          by_contra h
          exact hx (support_deriv_subset (Function.mem_support.mpr h))
        simp [h])⟩
  map_add' a b := Subtype.ext (funext fun x => by
    have h : deriv (a.1 + b.1) x = deriv a.1 x + deriv b.1 x :=
      ((hasDeriv a x).add (hasDeriv b x)).deriv
    show Complex.I * deriv (a.1 + b.1) x = Complex.I * deriv a.1 x + Complex.I * deriv b.1 x
    rw [h]; ring)
  map_smul' c a := Subtype.ext (funext fun x => by
    have h : deriv (c • a.1) x = c * deriv a.1 x := ((hasDeriv a x).const_mul c).deriv
    show Complex.I * deriv (c • a.1) x = c * (Complex.I * deriv a.1 x)
    rw [h]; ring)
```

The inner product is the $L^2$ one, conjugate-linear in the first argument:

$$\langle\varphi,\psi\rangle=\int_{\mathbb R}\overline{\varphi(x)}\,\psi(x)\,dx .$$

```lean
/-- The `L²` inner product of two half-line states. -/
def braket (φ ψ : Domain) : ℂ := ∫ x, conj (φ.1 x) * ψ.1 x
```

Its integrand is continuous and has compact support, so it is integrable.

```lean
lemma integrable_braket (φ ψ : Domain) : Integrable (fun x => conj (φ.1 x) * ψ.1 x) :=
  Continuous.integrable_of_hasCompactSupport
    ((Complex.continuous_conj.comp (state φ).smooth.continuous).mul (state ψ).smooth.continuous)
    (HasCompactSupport.intro (state ψ).compact
      (fun x hx => by simp [image_eq_zero_of_notMem_tsupport hx]))
```

## The commutator from the product rule

Apply $T$ to $x\psi(x)$ and subtract $x$ times $T\psi$:

$$i\,\frac{d}{dx}\bigl(x\psi\bigr)-x\,i\psi'=i\psi+ix\psi'-ix\psi'=i\psi .$$

This holds at every $x$ and for every $\psi$ in the domain. In the proof, `h` is the product rule and `ring` performs the cancellation.

```lean
/-- Energy and time form a canonical pair: `TH - HT = i` on the whole domain. -/
theorem commutator (ψ : Domain) : T (H ψ) - H (T ψ) = Complex.I • ψ :=
  Subtype.ext (funext fun x => by
    have h0 : HasDerivAt (fun y : ℝ => (y : ℂ)) 1 x := by
      simpa using (hasDerivAt_id' x).ofReal_comp
    have h : deriv (fun y : ℝ => (y : ℂ) * ψ.1 y) x = 1 * ψ.1 x + x * deriv ψ.1 x :=
      (h0.fun_mul (hasDeriv ψ x)).deriv
    show Complex.I * deriv (fun y : ℝ => (y : ℂ) * ψ.1 y) x - x * (Complex.I * deriv ψ.1 x)
      = Complex.I * ψ.1 x
    rw [h]; ring)
```

Matrices of finite size $N\ge1$ cannot satisfy the relation exactly, because the trace of their commutator is zero while the trace of $i$ times the identity is $iN$. On a grid it can still hold approximately when applied to suitable vectors. Take a grid $x_j$ with spacing $h$, the diagonal matrix $H_{jj}=x_j$, and the central difference $(T\psi)_j=i(\psi_{j+1}-\psi_{j-1})/(2h)$. At interior points

$$\bigl([T,H]\psi\bigr)_j=\frac{i}{2}\bigl(\psi_{j+1}+\psi_{j-1}\bigr),$$

which approaches $i\psi_j$ for smooth $\psi$ as $h\to0$. A program that tests the commutator should therefore apply it to smooth vectors that vanish near the ends of the grid, and not compare matrices entry by entry.

## Symmetry of both operators

For $H$ the two integrands agree point by point, because $x$ is real:

$$\overline{\varphi(x)}\,x\psi(x)=\overline{x\varphi(x)}\,\psi(x).$$

```lean
/-- The Hamiltonian is symmetric. -/
theorem H_symmetric (φ ψ : Domain) : braket φ (H ψ) = braket (H φ) ψ := by
  unfold braket
  refine integral_congr_ae (Filter.Eventually.of_forall fun x => ?_)
  show conj (φ.1 x) * (x * ψ.1 x) = conj ((x : ℂ) * φ.1 x) * ψ.1 x
  rw [map_mul, Complex.conj_ofReal]; ring
```

For $T$ they differ by a total derivative. Since $\overline{i\varphi'}=-i\,\overline{\varphi'}$,

$$\overline{\varphi}\,(i\psi')-\overline{(i\varphi')}\,\psi
=i\bigl(\overline{\varphi}\,\psi'+\overline{\varphi'}\,\psi\bigr)
=\frac{d}{dx}\bigl(i\,\overline{\varphi}\,\psi\bigr).$$

The function $i\overline\varphi\psi$ has compact support, so the integral of its derivative is zero and $\langle\varphi,T\psi\rangle=\langle T\varphi,\psi\rangle$. The statement `hd` is the displayed identity, and `h0` is the vanishing integral.

```lean
/-- The time operator is symmetric. -/
theorem T_symmetric (φ ψ : Domain) : braket φ (T ψ) = braket (T φ) ψ := by
  -- the two integrands differ by the total derivative of `i φ* ψ`
  have hd : ∀ x, HasDerivAt (fun y => conj (φ.1 y) * ψ.1 y * Complex.I)
      (conj (φ.1 x) * (T ψ).1 x - conj ((T φ).1 x) * ψ.1 x) x := by
    intro x
    have h1 : HasDerivAt (fun y => conj (φ.1 y)) (conj (deriv φ.1 x)) x := (hasDeriv φ x).star
    refine ((h1.fun_mul (hasDeriv ψ x)).mul_const Complex.I).congr_deriv ?_
    show _ = conj (φ.1 x) * (Complex.I * deriv ψ.1 x) - conj (Complex.I * deriv φ.1 x) * ψ.1 x
    rw [map_mul, Complex.conj_I]; ring
  have h0 := integral_eq_zero_of_hasDerivAt_of_integrable hd
    ((integrable_braket φ (T ψ)).sub (integrable_braket (T φ) ψ))
    ((integrable_braket φ ψ).mul_const Complex.I)
  rw [integral_sub (integrable_braket φ (T ψ)) (integrable_braket (T φ) ψ)] at h0
  exact sub_eq_zero.mp h0
```

The behaviour at $x=0$ matters here. Suppose the domain also contained functions on $[0,\infty)$ that do not vanish at the endpoint. Take $\varphi$ real, smooth up to the endpoint and zero at large $x$, with $\varphi(0)=1$. Then

$$\langle\varphi,T\varphi\rangle=i\int_0^\infty\varphi\varphi'\,dx=-\frac{i}{2},
\qquad
\langle T\varphi,\varphi\rangle=+\frac{i}{2},$$

and $T$ is no longer symmetric.

## Positive energy in every nonzero state

The energy matrix element is a real integral:

$$\langle\psi,H\psi\rangle=\int_{\mathbb R}\overline{\psi(x)}\,x\,\psi(x)\,dx=\int_{\mathbb R}x\,|\psi(x)|^2\,dx .$$

```lean
/-- The matrix element `⟨ψ, Hψ⟩` is the real number `∫ x |ψ(x)|² dx`. -/
theorem energy_eq (ψ : Domain) :
    braket ψ (H ψ) = ((∫ x, x * ‖ψ.1 x‖ ^ 2 : ℝ) : ℂ) := by
  rw [← integral_complex_ofReal]
  refine integral_congr_ae (Filter.Eventually.of_forall fun x => ?_)
  show conj (ψ.1 x) * (x * ψ.1 x) = ((x * ‖ψ.1 x‖ ^ 2 : ℝ) : ℂ)
  push_cast
  linear_combination (x : ℂ) * Complex.conj_mul' (ψ.1 x)
```

Let $\psi\neq0$, and choose $y$ with $\psi(y)\neq0$. The support condition gives $y>0$. The integrand $x|\psi(x)|^2$ is continuous. It is nowhere negative, since $\psi(x)=0$ whenever $x\le0$, and at $y$ it is strictly positive. Its integral is therefore strictly positive.

The states are not normalised in the code. The physical expectation value is

$$\langle H\rangle=\frac{\langle\psi,H\psi\rangle}{\langle\psi,\psi\rangle},$$

and the positive denominator does not change the sign. Lean states the inequality for the real part `.re`, which by the previous formula is the whole matrix element.

```lean
/-- For every nonzero `ψ` in the domain, the real part of `⟨ψ, Hψ⟩` is strictly positive. -/
theorem energy_pos (ψ : Domain) (hψ : ψ ≠ 0) : 0 < (braket ψ (H ψ)).re := by
  obtain ⟨y, hy⟩ : ∃ y, ψ.1 y ≠ 0 := by
    by_contra h
    push Not at h
    exact hψ (Subtype.ext (funext h))
  have hpos : ∀ x, ψ.1 x ≠ 0 → 0 < x := fun x hx => (state ψ).pos (subset_tsupport _ hx)
  rw [energy_eq, Complex.ofReal_re]
  refine Continuous.integral_pos_of_hasCompactSupport_nonneg_nonzero (x := y)
    (continuous_id.mul ((state ψ).smooth.continuous.norm.pow 2))
    (HasCompactSupport.intro (state ψ).compact
      (fun x hx => by simp [image_eq_zero_of_notMem_tsupport hx])) (fun x => ?_) ?_
  · show 0 ≤ x * ‖ψ.1 x‖ ^ 2
    by_cases hx : ψ.1 x = 0
    · simp [hx]
    · exact mul_nonneg (hpos x hx).le (sq_nonneg _)
  · exact mul_ne_zero (hpos y hy).ne' (pow_ne_zero 2 (norm_ne_zero_iff.mpr hy))
```

## The counter-example assembled

The main theorem has five clauses: $H$ is symmetric; $T$ is symmetric; $TH-HT=i$ on every state; the domain contains a nonzero state; and $\langle\psi,H\psi\rangle>0$ for every nonzero $\psi$. The fourth clause keeps the last from being empty. Its witness is a smooth bump centred at energy $2$, equal to $1$ within distance $1/2$ of the centre and to $0$ from distance $1$ onwards. It vanishes outside $[1,3]$, and its value at $2$ is $1$, so it is admissible and nonzero.

```lean
/-- Counter-example to the naive Pauli argument: `H` and `T` are symmetric on a common invariant
nonzero domain and satisfy `[T, H] = i`, yet `Re ⟨ψ, Hψ⟩ > 0` for every nonzero `ψ` in it. -/
theorem pauli_counterexample :
    (∀ φ ψ, braket φ (H ψ) = braket (H φ) ψ) ∧ (∀ φ ψ, braket φ (T ψ) = braket (T φ) ψ) ∧
    (∀ ψ, T (H ψ) - H (T ψ) = Complex.I • ψ) ∧ (∃ ψ : Domain, ψ ≠ 0) ∧
    (∀ ψ, ψ ≠ 0 → 0 < (braket ψ (H ψ)).re) := by
  refine ⟨H_symmetric, T_symmetric, commutator, ?_, energy_pos⟩
  -- a smooth bump centred at energy 2
  let f : ContDiffBump (2 : ℝ) := ⟨1 / 2, 1, by norm_num, by norm_num⟩
  have hf : IsHalfLineState (fun x => (f x : ℂ)) := by
    refine IsHalfLineState.of_vanish (isCompact_Icc (a := (1 : ℝ)) (b := 3))
      (fun x hx => lt_of_lt_of_le one_pos hx.1)
      (Complex.ofRealCLM.contDiff.comp f.contDiff) (fun x hx => ?_)
    have h : f x = 0 := f.zero_of_le_dist (by
      show (1 : ℝ) ≤ dist x 2
      rw [Real.dist_eq]
      by_contra hlt
      have h2 := abs_lt.mp (not_le.mp hlt)
      exact hx ⟨by linarith [h2.1], by linarith [h2.2]⟩)
    simp [h]
  refine ⟨⟨_, hf⟩, fun h => ?_⟩
  have h2 : (f 2 : ℂ) = 0 := congrFun (congrArg Subtype.val h) 2
  have h1 : f 2 = 1 := f.one_of_mem_closedBall (Metric.mem_closedBall_self f.rIn_pos.le)
  simp [h1] at h2
```

For this model, with one amplitude per energy, an energy expectation bounded below is thus compatible with a symmetric time operator that obeys the canonical commutation relation on a common invariant domain.

## Where lowering the energy breaks down

With $T=i\,d/dx$, the formal exponential in Pauli's argument is a translation:

$$e^{-iaT}\psi(x)=e^{a\,d/dx}\psi(x)=\psi(x+a).$$

For small $a>0$ the translated function may still be admissible, and its energy is indeed lower. This cannot continue. Given $\psi\neq0$, choose $a$ with $\psi(a)\neq0$; then $a>0$. The translated function takes the value $\psi(0+a)=\psi(a)\neq0$ at $x=0$, so zero energy lies in its support and it is outside the domain. The theorem states that such an $a$ exists for each nonzero $\psi$.

```lean
/-- For every nonzero state, some translation towards lower energy leaves the domain. -/
theorem translation_leaves_domain (ψ : Domain) (hψ : ψ ≠ 0) :
    ∃ a : ℝ, 0 < a ∧ (fun x => ψ.1 (x + a)) ∉ Domain := by
  obtain ⟨a, ha⟩ : ∃ a, ψ.1 a ≠ 0 := by
    by_contra h
    push Not at h
    exact hψ (Subtype.ext (funext h))
  refine ⟨a, (state ψ).pos (subset_tsupport _ ha), fun h => ?_⟩
  -- the translated function is nonzero at energy zero
  have h' : IsHalfLineState (fun x => ψ.1 (x + a)) := h
  have h0 : (0 : ℝ) ∈ Function.support (fun x => ψ.1 (x + a)) := by
    simpa using ha
  exact lt_irrefl (0 : ℝ) (h'.pos (subset_tsupport _ h0))

end PauliTimeOperator
```

```lean
#print axioms PauliTimeOperator.T_symmetric
#print axioms PauliTimeOperator.pauli_counterexample
#print axioms PauliTimeOperator.translation_leaves_domain
```

```
'PauliTimeOperator.T_symmetric' depends on axioms: [propext, Classical.choice, Quot.sound]
'PauliTimeOperator.pauli_counterexample' depends on axioms: [propext, Classical.choice, Quot.sound]
'PauliTimeOperator.translation_leaves_domain' depends on axioms: [propext, Classical.choice, Quot.sound]
```

The example refutes the argument from symmetry and the commutator alone. It does not contradict the version that assumes unitary operators $e^{-iaT}$ satisfying $e^{iaT}He^{-iaT}=H-a$ for every real $a$, which does force the spectrum of $H$ to be unbounded below. The formalisation works with functions and integrals on the stated domain; it does not construct the Hilbert space $L^2(0,\infty)$, in which this domain is dense, or treat self-adjoint extensions.
